# Concave, differentiable entropies on ℝ: a finite energy partition maximizes total entropy at fixed energy exactly when inverse temperatures agree

To find the final state of several bodies in thermal contact, I solve for the one temperature at which their energies add up to the given total, and I stop there. This relies on the claim that equal temperatures mean maximal total entropy, and not merely a stationary value. Can that be made rigorous and machine-checked in Lean 4, including for entropies like $C\log U$ that need positive energies?

## Equal slopes and the entropy maximum

Yes, if the entropies are concave and each energy $U_i$ lies in the interior of its allowed range $D_i$. Let body $i$ have entropy $S_i$, differentiable at $U_i$. Its inverse temperature is $S_i'(U_i)=1/T_i$, with volume and particle number held fixed. Concavity expresses thermal stability: as long as the slope $S_i'$ stays positive, a body's temperature does not fall when it gains energy.

**A maximum forces equal temperatures.** Choose rates $d_k$ with $\sum_k d_k=0$ and change the energies to $U_k+t\,d_k$. The total energy is unchanged, and for small $|t|$ every energy stays in its range. The total entropy therefore has a local maximum at $t=0$, so
$$\sum_k S_k'(U_k)\,d_k=0.$$
For two different bodies $i$ and $j$, take $d_i=1$, $d_j=-1$ and all other rates zero. This gives $S_i'(U_i)=S_j'(U_j)$.

**Equal temperatures give a maximum.** The chord slopes of a concave function $S$ from a point $x$ do not increase as the other endpoint $y$ moves right, and they tend to $S'(x)$ as $y\to x$. Hence
$$\frac{S(y)-S(x)}{y-x}\le S'(x)\quad(y>x),\qquad \frac{S(x)-S(y)}{x-y}\ge S'(x)\quad(y<x).$$
Multiplying by the positive denominators gives, in both cases,
$$S(y)\le S(x)+S'(x)(y-x).$$
Let $V$ be another allowed partition with the same total energy, and let $\beta$ be the common inverse temperature. Summing over the bodies,
$$\sum_i S_i(V_i)\le\sum_i S_i(U_i)+\beta\sum_i(V_i-U_i)=\sum_i S_i(U_i).$$

```lean
import Mathlib

open Filter Topology

namespace ThermalEquilibrium

variable {ι : Type*} [Fintype ι]

/-- The total entropy of a collection of bodies with entropies `S i` and energies `U i`. -/
def totalEntropy (S : ι → ℝ → ℝ) (U : ι → ℝ) : ℝ := ∑ i, S i (U i)

/-- The energy partition `U` is allowed (each `U i` lies in the range `D i`) and maximizes the
total entropy among all allowed partitions with the same total energy. -/
def IsEquilibrium (D : ι → Set ℝ) (S : ι → ℝ → ℝ) (U : ι → ℝ) : Prop :=
  (∀ i, U i ∈ D i) ∧ ∀ V : ι → ℝ, (∀ i, V i ∈ D i) → ∑ i, V i = ∑ i, U i →
    totalEntropy S V ≤ totalEntropy S U

/-- On the set `D` where it is concave, an entropy never exceeds its tangent line at a point of `D`.
-/
theorem entropy_le_tangent {D : Set ℝ} {s : ℝ → ℝ} {b x y : ℝ} (hs : ConcaveOn ℝ D s)
    (hx : x ∈ D) (hy : y ∈ D) (hb : HasDerivAt s b x) : s y ≤ s x + b * (y - x) := by
  rcases lt_trichotomy x y with h | h | h
  · have h1 := hs.slope_le_of_hasDerivAt hx hy h hb
    rw [slope_def_field, div_le_iff₀ (sub_pos.2 h)] at h1
    linarith
  · subst h
    simp
  · have h1 := hs.le_slope_of_hasDerivAt hy hx h hb
    rw [slope_def_field, le_div_iff₀ (sub_pos.2 h)] at h1
    linarith

/-- When the energies change at rates `d k`, the total entropy changes at the rate
`∑ k, S k'(U k) * d k`. -/
theorem hasDerivAt_totalEntropy {S : ι → ℝ → ℝ} {U : ι → ℝ}
    (hS : ∀ k, DifferentiableAt ℝ (S k) (U k)) (d : ι → ℝ) :
    HasDerivAt (fun t : ℝ => totalEntropy S (fun k => U k + t * d k))
      (∑ k, deriv (S k) (U k) * d k) 0 := by
  unfold totalEntropy
  refine HasDerivAt.fun_sum fun k _ => ?_
  have h1 : HasDerivAt (fun t : ℝ => U k + t * d k) (d k) 0 :=
    (hasDerivAt_mul_const (d k)).const_add (U k)
  have h2 : HasDerivAt (S k) (deriv (S k) (U k)) (U k + 0 * d k) := by
    rw [zero_mul, add_zero]
    exact (hS k).hasDerivAt
  exact HasDerivAt.comp (h := fun t : ℝ => U k + t * d k) (0 : ℝ) h2 h1

/-- At an equilibrium with interior energies, the total entropy is stationary under every
exchange of energy that conserves the total. -/
theorem stationary_of_equilibrium {D : ι → Set ℝ} {S : ι → ℝ → ℝ} {U : ι → ℝ}
    (hU : ∀ i, U i ∈ interior (D i)) (hS : ∀ i, DifferentiableAt ℝ (S i) (U i))
    (h : IsEquilibrium D S U) (d : ι → ℝ) (hd : ∑ k, d k = 0) :
    ∑ k, deriv (S k) (U k) * d k = 0 := by
  -- small exchanges keep every energy in its allowed range
  have hev : ∀ᶠ t in 𝓝 (0 : ℝ), ∀ k, U k + t * d k ∈ D k := by
    refine Filter.eventually_all.2 fun k => ?_
    have hc : ContinuousAt (fun t : ℝ => U k + t * d k) 0 := by fun_prop
    have hn : D k ∈ 𝓝 (U k + 0 * d k) := by
      rw [zero_mul, add_zero]
      exact mem_interior_iff_mem_nhds.1 (hU k)
    exact hc.eventually_mem hn
  have hloc : IsLocalMax (fun t : ℝ => totalEntropy S (fun k => U k + t * d k)) 0 := by
    refine hev.mono fun t ht => ?_
    have h1 := h.2 (fun k => U k + t * d k) ht (by
      simp only [Finset.sum_add_distrib, ← Finset.mul_sum, hd, mul_zero, add_zero])
    simpa only [zero_mul, add_zero] using h1
  exact hloc.hasDerivAt_eq_zero (hasDerivAt_totalEntropy hS d)

/-- For concave entropies, a partition with interior energies maximizes the total entropy at
fixed total energy if and only if all inverse temperatures `S i'(U i)` are equal. -/
theorem equilibrium_iff_equal_temperatures {D : ι → Set ℝ} {S : ι → ℝ → ℝ} {U : ι → ℝ}
    (hconc : ∀ i, ConcaveOn ℝ (D i) (S i)) (hU : ∀ i, U i ∈ interior (D i))
    (hS : ∀ i, DifferentiableAt ℝ (S i) (U i)) :
    IsEquilibrium D S U ↔ ∀ i j, deriv (S i) (U i) = deriv (S j) (U j) := by
  classical
  constructor
  · intro h i j
    -- move energy from body j to body i
    have h1 := stationary_of_equilibrium hU hS h
      (fun k => (if k = i then 1 else 0) - (if k = j then 1 else 0))
      (by simp [Finset.sum_sub_distrib])
    simp only [mul_sub, Finset.sum_sub_distrib, mul_ite, mul_one, mul_zero,
      Finset.sum_ite_eq', Finset.mem_univ, if_true] at h1
    linarith
  · intro hβ
    refine ⟨fun i => interior_subset (hU i), fun V hV hsum => ?_⟩
    have htan : ∑ i, S i (V i) ≤ ∑ i, (S i (U i) + deriv (S i) (U i) * (V i - U i)) :=
      Finset.sum_le_sum fun i _ =>
        entropy_le_tangent (hconc i) (interior_subset (hU i)) (hV i) (hS i).hasDerivAt
    -- the linear terms cancel because the common slope multiplies a zero sum
    have hz : ∑ i, deriv (S i) (U i) * (V i - U i) = 0 := by
      rcases isEmpty_or_nonempty ι with he | ⟨⟨i₀⟩⟩
      · simp
      · calc ∑ i, deriv (S i) (U i) * (V i - U i)
            = ∑ i, deriv (S i₀) (U i₀) * (V i - U i) :=
              Finset.sum_congr rfl fun i _ => by rw [hβ i i₀]
          _ = 0 := by
              rw [← Finset.mul_sum, Finset.sum_sub_distrib, hsum, sub_self, mul_zero]
    rw [Finset.sum_add_distrib, hz, add_zero] at htan
    exact htan

/-- For entropies concave on the whole real line, a partition maximizes the total entropy among
all partitions with the same sum if and only if all derivatives `S i'(U i)` are equal. -/
theorem maximal_iff_equal_temperatures_real {S : ι → ℝ → ℝ} {U : ι → ℝ}
    (hconc : ∀ i, ConcaveOn ℝ Set.univ (S i)) (hS : ∀ i, DifferentiableAt ℝ (S i) (U i)) :
    (∀ V : ι → ℝ, ∑ i, V i = ∑ i, U i → ∑ i, S i (V i) ≤ ∑ i, S i (U i)) ↔
      ∀ i j, deriv (S i) (U i) = deriv (S j) (U j) := by
  rw [← equilibrium_iff_equal_temperatures (D := fun _ => Set.univ) hconc (by simp) hS]
  exact ⟨fun h => ⟨fun _ => Set.mem_univ _, fun V _ hV => h V hV⟩,
    fun h V hV => h.2 V (fun _ => Set.mem_univ _) hV⟩

/-- If body 1 receives the energy `q` from body 2 and the total entropy does not decrease, then
`q` times the difference `b₁ - b₂` of the initial inverse temperatures is nonnegative. -/
theorem heat_flow_direction {D₁ D₂ : Set ℝ} {s₁ s₂ : ℝ → ℝ} {b₁ b₂ u₁ u₂ q : ℝ}
    (h₁ : ConcaveOn ℝ D₁ s₁) (h₂ : ConcaveOn ℝ D₂ s₂)
    (hu₁ : u₁ ∈ D₁) (hu₂ : u₂ ∈ D₂) (hq₁ : u₁ + q ∈ D₁) (hq₂ : u₂ - q ∈ D₂)
    (hb₁ : HasDerivAt s₁ b₁ u₁) (hb₂ : HasDerivAt s₂ b₂ u₂)
    (hinc : s₁ u₁ + s₂ u₂ ≤ s₁ (u₁ + q) + s₂ (u₂ - q)) : 0 ≤ (b₁ - b₂) * q := by
  have t₁ := entropy_le_tangent h₁ hu₁ hq₁ hb₁
  have t₂ := entropy_le_tangent h₂ hu₂ hq₂ hb₂
  linarith

/-- For strictly concave entropies, two equilibrium partitions with the same total energy
coincide. -/
theorem equilibrium_unique {D : ι → Set ℝ} {S : ι → ℝ → ℝ} {U V : ι → ℝ}
    (hs : ∀ i, StrictConcaveOn ℝ (D i) (S i)) (hU : IsEquilibrium D S U)
    (hV : IsEquilibrium D S V) (hsum : ∑ i, V i = ∑ i, U i) : U = V := by
  by_contra hne
  obtain ⟨j, hj⟩ := Function.ne_iff.1 hne
  -- the midpoint partition would have a larger entropy
  have hmem : ∀ i, (1 / 2 : ℝ) • U i + (1 / 2 : ℝ) • V i ∈ D i := fun i =>
    (hs i).1 (hU.1 i) (hV.1 i) (by norm_num) (by norm_num) (by norm_num)
  have hlt : ∑ i, ((1 / 2 : ℝ) • S i (U i) + (1 / 2 : ℝ) • S i (V i)) <
      ∑ i, S i ((1 / 2 : ℝ) • U i + (1 / 2 : ℝ) • V i) :=
    Finset.sum_lt_sum
      (fun i _ => (hs i).concaveOn.2 (hU.1 i) (hV.1 i)
        (by norm_num) (by norm_num) (by norm_num))
      ⟨j, Finset.mem_univ j, (hs j).2 (hU.1 j) (hV.1 j) hj
        (by norm_num) (by norm_num) (by norm_num)⟩
  have hW := hU.2 (fun i => (1 / 2 : ℝ) • U i + (1 / 2 : ℝ) • V i) hmem (by
    simp only [smul_eq_mul, Finset.sum_add_distrib, ← Finset.mul_sum, hsum]
    ring)
  have hUV := hV.2 U hU.1 hsum.symm
  simp only [totalEntropy] at hW hUV
  simp only [smul_eq_mul, Finset.sum_add_distrib, ← Finset.mul_sum] at hlt hW
  linarith

/-- Bodies with constant heat capacities `C i > 0`, entropies `C i * log u` and positive energies
are in equilibrium if and only if all the ratios `U i / C i` are equal. -/
theorem equilibrium_constant_heat_capacity (C U : ι → ℝ) (hC : ∀ i, 0 < C i)
    (hU : ∀ i, 0 < U i) :
    IsEquilibrium (fun _ => Set.Ioi 0) (fun i u => C i * Real.log u) U ↔
      ∀ i j, U i / C i = U j / C j := by
  have hd : ∀ i, HasDerivAt (fun u => C i * Real.log u) (C i * (U i)⁻¹) (U i) := fun i =>
    (Real.hasDerivAt_log (hU i).ne').const_mul (C i)
  have hconc : ∀ i, ConcaveOn ℝ (Set.Ioi (0 : ℝ)) (fun u => C i * Real.log u) := fun i =>
    strictConcaveOn_log_Ioi.concaveOn.smul (hC i).le
  have hint : ∀ i, U i ∈ interior (Set.Ioi (0 : ℝ)) := fun i => by
    rw [interior_Ioi]
    exact hU i
  rw [equilibrium_iff_equal_temperatures (D := fun _ => Set.Ioi (0 : ℝ))
    (S := fun i u => C i * Real.log u) hconc hint (fun i => (hd i).differentiableAt)]
  refine forall_congr' fun i => forall_congr' fun j => ?_

  rw [(hd i).deriv, (hd j).deriv, ← div_eq_mul_inv, ← div_eq_mul_inv,
    div_eq_div_iff (hU i).ne' (hU j).ne', div_eq_div_iff (hC i).ne' (hC j).ne']
  constructor <;> intro h <;> linarith

end ThermalEquilibrium
```

```lean
#print axioms ThermalEquilibrium.equilibrium_iff_equal_temperatures
#print axioms ThermalEquilibrium.maximal_iff_equal_temperatures_real
#print axioms ThermalEquilibrium.equilibrium_unique
#print axioms ThermalEquilibrium.equilibrium_constant_heat_capacity
```

```
'ThermalEquilibrium.equilibrium_iff_equal_temperatures' depends on axioms: [propext, Classical.choice, Quot.sound]
'ThermalEquilibrium.maximal_iff_equal_temperatures_real' depends on axioms: [propext, Classical.choice, Quot.sound]
'ThermalEquilibrium.equilibrium_unique' depends on axioms: [propext, Classical.choice, Quot.sound]
'ThermalEquilibrium.equilibrium_constant_heat_capacity' depends on axioms: [propext, Classical.choice, Quot.sound]
```

## Bodies, energy ranges and equilibrium in Lean

The finite type `ι` labels the bodies, `S i` is an entropy function, `U i` an energy and `D i` its allowed range. `IsEquilibrium D S U` says that `U` is allowed and that no allowed partition with the same sum has larger `totalEntropy`. For concave entropies, each differentiable at an interior energy `U i`, the main theorem, `equilibrium_iff_equal_temperatures`, equates this with equality of all `deriv (S i) (U i)`; `maximal_iff_equal_temperatures_real` takes every range to be $\mathbb R$.

Additivity of energy and entropy is built in, so interaction energies between bodies are neglected. Concavity is assumed, not derived from a microscopic model. Existence of an equilibrium is not claimed, and energies at the edge of a range are not covered by the equivalence. The slopes may have any sign.

A different model would replace derivatives by slopes of supporting lines. Entropies with kinks would then be admitted, and the condition would become that one $\beta$ supports every $S_i$ at $U_i$.

## From tangent lines to heat flow

`entropy_le_tangent` treats $y>x$, $y=x$ and $y<x$ separately, using Mathlib's slope inequalities. `hasDerivAt_totalEntropy` is the chain rule along $U_k+t\,d_k$. In `stationary_of_equilibrium`, `hev` keeps small exchanges within range and `hloc` is the local maximum. The main theorem inserts the two-body exchange in one direction; in the other, `htan` sums the tangent bounds and `hz` cancels the linear terms.

`heat_flow_direction` assumes that both entropies are concave and differentiable at the initial energies, and that the total entropy does not decrease in the exchange. Adding two tangent bounds then gives $(b_1-b_2)q\ge0$, where $b_1,b_2$ are the initial inverse temperatures and body 1 receives energy $q$. At positive temperatures, a body receiving heat was therefore not the hotter one. `equilibrium_unique` uses strict concavity: the midpoint of two distinct equilibria with equal total energy would have larger entropy than either.

For $S_i=C_i\log U_i$ with $C_i>0$, the slope is $C_i/U_i$, so `equilibrium_constant_heat_capacity` turns the condition into equal ratios $U_i/C_i=T_i$.

## Solving for the common temperature

With these constant heat capacities and at least one body, a code sets $T=U_{\rm tot}/\sum_i C_i$ and $U_i=C_iT$, where $U_{\rm tot}>0$ is the total energy. For energies $U_i(T)$ interpolated from tables and increasing continuously with temperature, it can solve $\sum_i U_i(T)=U_{\rm tot}$ by bisection, starting from two temperatures whose total energies bracket $U_{\rm tot}$. In simulation practice, the theorem justifies accepting such a root as the entropy maximum for finitely many subsystems with negligible interaction energy, concave and differentiable entropies, and interior energies.
